# Integrability over the real line of a polynomial in exp(−x) times exp(−ax − c exp(−x)), for a, c > 0

In a dimensionless coordinate x, displacement measured in units of the range of the potential, bound states of the Morse oscillator have the form of a polynomial in exp(−x) times an envelope exp(−ax − c exp(−x)) with a and c positive. The theorem says that every such function with real coefficients is integrable over the whole real line. It involves no Hamiltonian and no normalisation, and it concerns the function itself, not its square. The proof first treats the envelope alone, with any exponent b > 0 in place of a, by the substitution y = c exp(−x), which leads to the Gamma integral. It then proceeds by induction on the polynomial: sums follow by adding integrable functions, and a monomial of degree k replaces a by a + k in the envelope and multiplies it by a constant.

As first written in Lean, the proof fails:

```lean
import Mathlib

open Polynomial MeasureTheory

noncomputable section

namespace IntegrableWave

/-- A polynomial in `exp(-x)` times the envelope `exp(-a x - c exp(-x))`. -/
def wave (c a : ℝ) (P : ℝ[X]) : ℝ → ℝ := fun x =>
  P.eval (Real.exp (-x)) * Real.exp (-a * x - c * Real.exp (-x))

/-- For `a > 0` and `c > 0` a polynomial in `exp(-x)` times `exp(-a x - c exp(-x))` is
integrable over the whole line. -/
theorem integrable_wave (c a : ℝ) (hc : 0 < c) (ha : 0 < a) (P : ℝ[X]) :
    Integrable (wave c a P) := by
  -- the substitution `y = c exp(-x)` leads to the Gamma integral
  have core : ∀ b : ℝ, 0 < b →
      Integrable (fun x : ℝ => Real.exp (-b * x - c * Real.exp (-x))) := by
    intro b hb
    have him : (fun x : ℝ => c * Real.exp (-x)) '' Set.univ = Set.Ioi 0 := by
      ext y
      constructor
      · rintro ⟨x, _, rfl⟩
        exact mul_pos hc (Real.exp_pos _)
      · intro hy
        have hy' : 0 < y := hy
        refine ⟨-Real.log (y / c), trivial, ?_⟩
        change c * Real.exp (-(-Real.log (y / c))) = y
        rw [neg_neg, Real.exp_log (div_pos hy' hc)]
        field_simp
    have hd : ∀ x ∈ (Set.univ : Set ℝ), HasDerivWithinAt (fun x : ℝ => c * Real.exp (-x))
        ((fun x : ℝ => -(c * Real.exp (-x))) x) Set.univ x := fun x _ =>
      (((hasDerivAt_id' x).fun_neg.exp.const_mul c).congr_deriv (by ring)).hasDerivWithinAt
    have hinj : Set.InjOn (fun x : ℝ => c * Real.exp (-x)) Set.univ := by
      intro x _ y _ hxy
      exact neg_injective (Real.exp_injective (mul_left_cancel₀ hc.ne' hxy))
    have h2 := (integrableOn_image_iff_integrableOn_abs_deriv_smul MeasurableSet.univ hd hinj
      (fun y : ℝ => Real.exp (-y) * y ^ (b - 1))).1
        (by rw [him]; exact Real.GammaIntegral_convergent hb)
    rw [integrableOn_univ] at h2
    refine (h2.const_mul ((c ^ b)⁻¹)).congr (ae_of_all _ fun x => ?_)
    have hp : 0 < c * Real.exp (-x) := mul_pos hc (Real.exp_pos _)
    have hcb : c ^ b ≠ 0 := (Real.rpow_pos_of_pos hc b).ne'
    have h1 : (c * Real.exp (-x)) * (c * Real.exp (-x)) ^ (b - 1)
        = c ^ b * Real.exp (-b * x) := by
      rw [Real.rpow_sub_one hp.ne', mul_div_assoc', mul_div_cancel_left₀ _ hp.ne',
        Real.mul_rpow hc.le (Real.exp_pos _).le, ← Real.exp_mul,
        show -x * b = -b * x by ring]
    change (c ^ b)⁻¹ * (|-(c * Real.exp (-x))| *
      (Real.exp (-(c * Real.exp (-x))) * (c * Real.exp (-x)) ^ (b - 1))) = _
    rw [abs_neg, abs_of_pos hp, mul_left_comm (c * Real.exp (-x)), h1, sub_eq_add_neg,
      Real.exp_add, mul_left_comm, inv_mul_cancel_left₀ hcb, mul_comm]
  induction P using Polynomial.induction_on' with
  | add p q hp hq =>
    refine (hp.add hq).congr (ae_of_all _ fun x => ?_)
    simp only [wave, Pi.add_apply, eval_add]
    ring
  | monomial k r =>
    refine ((core (a + (k : ℝ)) (by positivity)).const_mul r).congr (ae_of_all _ fun x => ?_)
    have h : Real.exp (-(a + (k : ℝ)) * x - c * Real.exp (-x))
        = Real.exp (-x) ^ k * Real.exp (-a * x - c * Real.exp (-x)) := by
      rw [← Real.exp_nat_mul, ← Real.exp_add]
      congr 1
      ring
    simp only [wave, eval_monomial]
    rw [h]
    ring

end IntegrableWave
```

The compiler's answer:

```
Main.lean:52:71: error: Tactic `rewrite` failed: Did not find an occurrence of the pattern
  ?a - ?b
in the target expression
  (c ^ b)⁻¹ * (Real.exp (-(c * Real.exp (-x))) * (c ^ b * Real.exp (-b * x))) =
    (fun x => Real.exp (-b * x - c * Real.exp (-x))) x

c a : ℝ
hc : 0 < c
ha : 0 < a
P : ℝ[X]
b : ℝ
hb : 0 < b
him : (fun x => c * Real.exp (-x)) '' Set.univ = Set.Ioi 0
hd : ∀ x ∈ Set.univ, HasDerivWithinAt (fun x => c * Real.exp (-x)) ((fun x => -(c * Real.exp (-x))) x) Set.univ x
hinj : Set.InjOn (fun x => c * Real.exp (-x)) Set.univ
h2 :
  Integrable (fun x => |(-(c * Real.exp (-x)))| • (Real.exp (-(c * Real.exp (-x))) * (c * Real.exp (-x)) ^ (b - 1)))
    volume
x : ℝ
hp : 0 < c * Real.exp (-x)
hcb : c ^ b ≠ 0
h1 : c * Real.exp (-x) * (c * Real.exp (-x)) ^ (b - 1) = c ^ b * Real.exp (-b * x)
⊢ (c ^ b)⁻¹ * (Real.exp (-(c * Real.exp (-x))) * (c ^ b * Real.exp (-b * x))) =
    (fun x => Real.exp (-b * x - c * Real.exp (-x))) x
```

Cause. The error is in the last step of `core`, where the transformed Gamma integrand is matched with the envelope. The rewrite with `sub_eq_add_neg` needs a subtraction, and Lean reports that it finds none it can use. By then the only one left in the goal is on the right-hand side, inside `(fun x => Real.exp (-b * x - c * Real.exp (-x))) x`. This is a function applied to `x`, but the application has not been reduced by substituting the argument into the body. The subtraction therefore still contains the bound variable of the `fun`, and `rw` cannot rewrite a term that depends on a bound variable.

The `change` before it had put the left-hand side in explicit form but given the right-hand side as `_`, which kept the unreduced application. The repair writes out `Real.exp (-b * x - c * Real.exp (-x))` instead. `change` accepts this because the two forms are equal by definition. The subtraction now involves the fixed `x` of the goal, so `sub_eq_add_neg` applies, and the remaining rewrites, unchanged, close the goal.

As a diff, the version that Lean accepts:

```diff
@@ -49,5 +49,6 @@
         show -x * b = -b * x by ring]
     change (c ^ b)⁻¹ * (|-(c * Real.exp (-x))| *
-      (Real.exp (-(c * Real.exp (-x))) * (c * Real.exp (-x)) ^ (b - 1))) = _
+      (Real.exp (-(c * Real.exp (-x))) * (c * Real.exp (-x)) ^ (b - 1)))
+        = Real.exp (-b * x - c * Real.exp (-x))
     rw [abs_neg, abs_of_pos hp, mul_left_comm (c * Real.exp (-x)), h1, sub_eq_add_neg,
       Real.exp_add, mul_left_comm, inv_mul_cancel_left₀ hcb, mul_comm]
```
